# Linear vanishing of the nearest-neighbour honeycomb structure factor at the zone corner K

Take three unit phases \(1,\omega,\bar\omega\), with \(\omega=e^{2\pi i/3}\). They sum to zero. Advance the first by \(s\) and delay the other two by \(s/2\):

\[
e^{is}+e^{-is/2}(\omega+\bar\omega)=e^{is}-e^{-is/2}=\tfrac{3i}{2}s+O(s^2).
\]

The cancellation fails at first order. This is what the nearest-neighbour structure factor of graphene, the sum of the phases \(e^{ik\cdot d_j}\) over the three bonds \(d_j\) of a site, does when the wavevector leaves \(K=(4\pi/(3\sqrt3),0)\) along \(y\). Here the bond length is the unit of length and one bond points along \(y\). For a general direction \(q=(q_x,q_y)\), the derivative is \(\tfrac{3i}{2}(q_y+iq_x)\).

The theorems carry no explicit hypotheses; the physical assumptions sit in the definitions.

## Three equal bonds at 120°

Each site has three neighbours at unit distance, all with the same hopping amplitude. With \(d_j\) the bond vectors, `structureFactor` is \(f(k)=\sum_{j=0}^{2}e^{ik\cdot d_j}\). Wavevectors are real functions on `Fin 2`, with `k 0` \(=k_x\) and `k 1` \(=k_y\), in units of the inverse bond length.

```lean
import Mathlib

open Real Matrix Filter Topology ComplexConjugate

namespace GrapheneDiracCone

noncomputable section

/-- The three nearest-neighbour vectors of the honeycomb lattice, in units of the bond length. -/
def bond : Fin 3 → Fin 2 → ℝ :=
  ![![0, 1], ![√3 / 2, -1 / 2], ![-(√3 / 2), -1 / 2]]

/-- The nearest-neighbour structure factor `f(k) = ∑ j, exp (i k · d_j)`. -/
def structureFactor (k : Fin 2 → ℝ) : ℂ :=
  ∑ j, Complex.exp (Complex.I * ((k ⬝ᵥ bond j : ℝ) : ℂ))
```

The expansion point and the Bloch matrix, with hopping \(-t\), are also definitions; the matrix is postulated, not derived from a lattice Hamiltonian.

```lean
/-- The zone corner `K = (4π / (3√3), 0)`. -/
def diracPoint : Fin 2 → ℝ := ![4 * π / (3 * √3), 0]

/-- The two-band Bloch Hamiltonian with hopping `-t` between the two sublattices. -/
def blochHamiltonian (t : ℝ) (k : Fin 2 → ℝ) : Matrix (Fin 2) (Fin 2) ℂ :=
  !![0, -(t * structureFactor k); -(t * conj (structureFactor k)), 0]
```

By hand, the geometry enters through the projections

\[
k\cdot d_0=k_y,\qquad k\cdot d_{1,2}=\pm\tfrac{\sqrt3}{2}k_x-\tfrac{k_y}{2}.
\]

```lean
/-- The projections of a wavevector on the three bonds. -/
theorem dot_bond (k : Fin 2 → ℝ) :
    k ⬝ᵥ bond 0 = k 1 ∧ k ⬝ᵥ bond 1 = √3 / 2 * k 0 - k 1 / 2 ∧
      k ⬝ᵥ bond 2 = -(√3 / 2 * k 0) - k 1 / 2 := by
  refine ⟨?_, ?_, ?_⟩ <;> simp [bond, dotProduct, Fin.sum_univ_two] <;> ring
```

Equal weights let the two lower bonds combine into a cosine:

\[
f(k)=e^{-ik_y/2}\left[e^{3ik_y/2}+2\cos\tfrac{\sqrt3k_x}{2}\right].
\]

The prefactor is never zero, so \(f(k)=0\) exactly when the imaginary and real parts of the bracket vanish: \(\sin\frac{3k_y}{2}=0\) and \(\cos\frac{3k_y}{2}+2\cos\frac{\sqrt3k_x}{2}=0\). In the proof, `e0`, `e1` and `e2` extract the common phase, and `key` separates the two parts.

```lean
/-- The structure factor vanishes exactly where two real trigonometric conditions on the
wavevector hold. -/
theorem structureFactor_eq_zero_iff (k : Fin 2 → ℝ) :
    structureFactor k = 0 ↔
      Real.sin (3 * k 1 / 2) = 0 ∧
        Real.cos (3 * k 1 / 2) + 2 * Real.cos (√3 / 2 * k 0) = 0 := by
  obtain ⟨h0, h1, h2⟩ := dot_bond k
  -- pull out the phase common to the two lower bonds
  have hf : structureFactor k = Complex.exp (-(Complex.I * ((k 1 : ℂ) / 2))) *
      (((Real.cos (3 * k 1 / 2) + 2 * Real.cos (√3 / 2 * k 0) : ℝ) : ℂ) +
        ((Real.sin (3 * k 1 / 2) : ℝ) : ℂ) * Complex.I) := by
    have e0 : Complex.exp (Complex.I * (k 1 : ℂ)) =
        Complex.exp (-(Complex.I * ((k 1 : ℂ) / 2))) *
          Complex.exp (((3 * k 1 / 2 : ℝ) : ℂ) * Complex.I) := by
      rw [← Complex.exp_add]; congr 1; push_cast; ring
    have e1 : Complex.exp (Complex.I * ((√3 / 2 * k 0 - k 1 / 2 : ℝ) : ℂ)) =
        Complex.exp (-(Complex.I * ((k 1 : ℂ) / 2))) *
          Complex.exp (((√3 / 2 * k 0 : ℝ) : ℂ) * Complex.I) := by
      rw [← Complex.exp_add]; congr 1; push_cast; ring
    have e2 : Complex.exp (Complex.I * ((-(√3 / 2 * k 0) - k 1 / 2 : ℝ) : ℂ)) =
        Complex.exp (-(Complex.I * ((k 1 : ℂ) / 2))) *
          Complex.exp (((-(√3 / 2 * k 0) : ℝ) : ℂ) * Complex.I) := by
      rw [← Complex.exp_add]; congr 1; push_cast; ring
    rw [structureFactor, Fin.sum_univ_three, h0, h1, h2, e0, e1, e2]
    simp only [Complex.exp_mul_I, ← Complex.ofReal_cos, ← Complex.ofReal_sin,
      Real.cos_neg, Real.sin_neg]
    simp only [Complex.ofReal_add, Complex.ofReal_mul, Complex.ofReal_neg,
      Complex.ofReal_ofNat]
    ring
  have key : ∀ x y : ℝ, (x : ℂ) + (y : ℂ) * Complex.I = 0 ↔ y = 0 ∧ x = 0 := by
    intro x y
    simp [Complex.ext_iff, and_comm]
  rw [hf, mul_eq_zero, or_iff_right (Complex.exp_ne_zero _), key]
```

With unequal real hoppings \(t_j\), the sum at \(K\) would be \(t_0+t_1\omega+t_2\bar\omega\), which vanishes only if all three are equal. Making the hoppings unequal while keeping the bond vectors fixed therefore removes the zero from \(K\).

## A straight path through the wavevector

The displacement is \(k+sq\) with \(q\) fixed, so each phase is affine in \(s\), and the chain rule gives

\[
\frac{d}{ds}f(k+sq)\Big|_{s=0}=\sum_j i(q\cdot d_j)e^{ik\cdot d_j}.
\]

The proof differentiates term by term in the same way; `h0` is the derivative of the affine phase.

```lean
/-- The derivative of the structure factor at any wavevector `k` along any direction `q`. -/
theorem hasDerivAt_structureFactor (k q : Fin 2 → ℝ) :
    HasDerivAt (fun s : ℝ => structureFactor (k + s • q))
      (∑ j, Complex.I * ((q ⬝ᵥ bond j : ℝ) : ℂ) *
        Complex.exp (Complex.I * ((k ⬝ᵥ bond j : ℝ) : ℂ))) 0 := by
  unfold structureFactor
  apply HasDerivAt.fun_sum
  intro j _
  -- each phase is affine in s
  have h0 : HasDerivAt (fun s : ℝ => (k + s • q) ⬝ᵥ bond j) (q ⬝ᵥ bond j) 0 := by
    simp only [add_dotProduct, smul_dotProduct, smul_eq_mul]
    exact (((hasDerivAt_id' (0 : ℝ)).mul_const _).const_add _).congr_deriv (one_mul _)
  have h := (h0.ofReal_comp.const_mul Complex.I).cexp
  exact h.congr_deriv (by simp only [zero_smul, add_zero]; ring)
```

The theorem treats one fixed direction \(q\) at a time and states no error bound uniform in direction. Such a bound does hold, because the derivative above is linear in \(q\) and continuous in \(k\), but it is not proved here.

## Starting at K

\(K=(4\pi/(3\sqrt3),0)\) is a corner of the Brillouin zone. There \(\frac{\sqrt3}{2}K_x=\frac{2\pi}{3}\) and \(K_y=0\), so the phases are \(1\) and \(-\frac12\pm\frac{\sqrt3}{2}i\). The proof obtains the cosine and sine of \(2\pi/3\) from those of \(\pi/3\).

```lean
/-- At `K` the three bond phases are the three cube roots of unity. -/
theorem dirac_phases :
    Complex.exp (Complex.I * ((diracPoint ⬝ᵥ bond 0 : ℝ) : ℂ)) = 1 ∧
    Complex.exp (Complex.I * ((diracPoint ⬝ᵥ bond 1 : ℝ) : ℂ)) =
      -1 / 2 + (√3 : ℝ) / 2 * Complex.I ∧
    Complex.exp (Complex.I * ((diracPoint ⬝ᵥ bond 2 : ℝ) : ℂ)) =
      -1 / 2 - (√3 : ℝ) / 2 * Complex.I := by
  obtain ⟨h0, h1, h2⟩ := dot_bond diracPoint
  have hy : diracPoint 1 = 0 := by simp [diracPoint]
  have hx : √3 / 2 * diracPoint 0 = 2 * π / 3 := by
    have h3 : √3 ≠ 0 := by positivity
    change √3 / 2 * (4 * π / (3 * √3)) = 2 * π / 3
    field_simp
    ring
  have hc : Real.cos (2 * π / 3) = -1 / 2 := by
    rw [show 2 * π / 3 = π - π / 3 by ring, Real.cos_pi_sub, Real.cos_pi_div_three]
    norm_num
  have hs : Real.sin (2 * π / 3) = √3 / 2 := by
    rw [show 2 * π / 3 = π - π / 3 by ring, Real.sin_pi_sub, Real.sin_pi_div_three]
  rw [h0, h1, h2, hx, hy, zero_div, sub_zero, sub_zero]
  refine ⟨by simp, ?_, ?_⟩
  · rw [mul_comm, Complex.exp_mul_I, ← Complex.ofReal_cos, ← Complex.ofReal_sin, hc, hs]
    push_cast
    ring
  · rw [mul_comm, Complex.exp_mul_I, ← Complex.ofReal_cos, ← Complex.ofReal_sin,
      Real.cos_neg, Real.sin_neg, hc, hs]
    push_cast
    ring
```

The phases sum to zero, and the derivative becomes

\[
\begin{aligned}
&i\Big[q_y+\big(\tfrac{\sqrt3}{2}q_x-\tfrac{q_y}{2}\big)\big(-\tfrac12+\tfrac{\sqrt3}{2}i\big)
+\big(-\tfrac{\sqrt3}{2}q_x-\tfrac{q_y}{2}\big)\big(-\tfrac12-\tfrac{\sqrt3}{2}i\big)\Big]\\
&\quad=i\big[q_y+\tfrac{q_y}{2}+\tfrac{3i}{2}q_x\big]=\tfrac{3i}{2}(q_y+iq_x).
\end{aligned}
\]

Its modulus is \(\frac32\sqrt{q_x^2+q_y^2}\). Lean writes the square root explicitly because the default norm on `Fin 2 → ℝ` is the maximum norm. The `linear_combination` step supplies \((\sqrt3)^2=3\).

```lean
/-- The structure factor vanishes at `K`, and its derivative there along `q` is
`(3i/2)(q_y + i q_x)`, of modulus `(3/2)|q|`. -/
theorem structureFactor_near_dirac :
    structureFactor diracPoint = 0 ∧ ∀ q : Fin 2 → ℝ,
      HasDerivAt (fun s : ℝ => structureFactor (diracPoint + s • q))
        (3 * Complex.I / 2 * ((q 1 : ℂ) + Complex.I * (q 0 : ℂ))) 0 ∧
      ‖3 * Complex.I / 2 * ((q 1 : ℂ) + Complex.I * (q 0 : ℂ))‖ =
        3 / 2 * √(q 0 ^ 2 + q 1 ^ 2) := by
  obtain ⟨p0, p1, p2⟩ := dirac_phases
  refine ⟨?_, fun q => ⟨?_, ?_⟩⟩
  · rw [structureFactor, Fin.sum_univ_three, p0, p1, p2]
    ring
  · refine (hasDerivAt_structureFactor diracPoint q).congr_deriv ?_
    obtain ⟨h0, h1, h2⟩ := dot_bond q
    have h3 : ((√3 : ℝ) : ℂ) ^ 2 = 3 := by
      rw [← Complex.ofReal_pow, Real.sq_sqrt (by norm_num)]
      norm_num
    rw [Fin.sum_univ_three, p0, p1, p2, h0, h1, h2]
    push_cast
    linear_combination (Complex.I ^ 2 * (q 0 : ℂ) / 2) * h3
  · have hn : ‖3 * Complex.I / 2‖ = 3 / 2 := by simp
    rw [norm_mul, hn, mul_comm Complex.I, Complex.norm_add_mul_I, add_comm (q 1 ^ 2)]
```

At \(k=0\), by contrast, \(f=3\) and the linear term vanishes, since the bond vectors sum to zero.

## Equivalent sites and real hopping

The zero diagonal of `blochHamiltonian` expresses two assumptions: there is no hopping within a sublattice, and both sublattices have the same on-site energy, taken as the origin. With real \(t\),

\[
\det(E-H)=E^2-t^2f\bar f=E^2-t^2|f|^2,
\]

so \(E=\pm t|f(k)|\). The proof expands the \(2\times2\) determinant and replaces \(f\bar f\) by \(|f|^2\).

```lean
/-- A real energy `E` solves the secular equation of the Bloch Hamiltonian exactly when
`E = t|f(k)|` or `E = -t|f(k)|`. -/
theorem secular_iff (t E : ℝ) (k : Fin 2 → ℝ) :
    ((E : ℂ) • (1 : Matrix (Fin 2) (Fin 2) ℂ) - blochHamiltonian t k).det = 0 ↔
      E = t * ‖structureFactor k‖ ∨ E = -(t * ‖structureFactor k‖) := by
  have hz := Complex.mul_conj' (structureFactor k)
  have hd : ((E : ℂ) • (1 : Matrix (Fin 2) (Fin 2) ℂ) - blochHamiltonian t k).det =
      ((E ^ 2 - (t * ‖structureFactor k‖) ^ 2 : ℝ) : ℂ) := by
    rw [Matrix.det_fin_two]
    simp [blochHamiltonian]
    linear_combination (-(t : ℂ) ^ 2) * hz
  rw [hd, Complex.ofReal_eq_zero, sub_eq_zero, sq_eq_sq_iff_eq_or_eq_neg]
```

On-site energies \(\pm m\) would instead give \(E=\pm\sqrt{m^2+t^2|f|^2}\), with a gap \(2|m|\) at \(K\).

## Leaving K with positive s

Because \(f(K)=0\), for \(s>0\)

\[
\frac{t|f(K+sq)|}{s}=t\left|\frac{f(K+sq)-f(K)}{s}\right|\longrightarrow\tfrac32\,t\sqrt{q_x^2+q_y^2}.
\]

The proof takes the norm of the right-hand slope limit, then uses \(|s|=s\).

```lean
/-- For each fixed `q`, as `s` tends to zero from above, `t|f(K + s q)| / s` tends to `(3/2) t |q|`,
with `|q|` the Euclidean length. -/
theorem dirac_cone (t : ℝ) (q : Fin 2 → ℝ) :
    Tendsto (fun s : ℝ => t * ‖structureFactor (diracPoint + s • q)‖ / s)
      (𝓝[>] 0) (𝓝 (t * (3 / 2 * √(q 0 ^ 2 + q 1 ^ 2)))) := by
  obtain ⟨hK, hq⟩ := structureFactor_near_dirac
  -- the modulus of the difference quotient converges to the modulus of the derivative
  have h := (hq q).1.tendsto_slope_zero_right.norm.const_mul t
  rw [(hq q).2] at h
  refine h.congr' ?_
  filter_upwards [self_mem_nhdsWithin] with s hs
  have hs' : 0 < s := hs
  simp only [zero_add, zero_smul, add_zero, hK, sub_zero, norm_smul, norm_inv,
    Real.norm_eq_abs, abs_of_pos hs']
  ring

end

end GrapheneDiracCone
```

For \(t\ne0\) and \(q\ne0\), the quotient has the opposite sign at small \(s<0\), which is the kink at the tip of the cone. The energy \(t|f|\) is the upper band when \(t\ge0\). In this non-interacting, nearest-neighbour model with orthogonal orbitals, the limit for \(q\) of unit length gives the direction-independent band slope that sets the Fermi velocity of undoped graphene.

```lean
#print axioms GrapheneDiracCone.structureFactor_eq_zero_iff
-- 'GrapheneDiracCone.structureFactor_eq_zero_iff' depends on axioms: [propext, Classical.choice, Quot.sound]
#print axioms GrapheneDiracCone.structureFactor_near_dirac
-- 'GrapheneDiracCone.structureFactor_near_dirac' depends on axioms: [propext, Classical.choice, Quot.sound]
#print axioms GrapheneDiracCone.secular_iff
-- 'GrapheneDiracCone.secular_iff' depends on axioms: [propext, Classical.choice, Quot.sound]
#print axioms GrapheneDiracCone.dirac_cone
-- 'GrapheneDiracCone.dirac_cone' depends on axioms: [propext, Classical.choice, Quot.sound]
```
